# The Mott–Gurney law, the four-thirds ballistic profile, and the layer length at which their currents agree

## Mobility from a current–voltage curve

To extract a carrier mobility from a single-carrier diode, one can plot the current density $J$ against the square of the voltage $V$ and set the slope equal to $\tfrac98\varepsilon\mu/L^3$. Here $\varepsilon$ is the permittivity, $\mu$ the mobility and $L$ the layer thickness. This step rests on the Mott–Gurney law, derived below for a one-dimensional layer with constant mobility, no traps and no diffusion. With constant mobility and no traps, the law can also check a drift–diffusion simulation in the space-charge-limited regime, at voltages high enough for diffusion to have little effect on the current.

In a sufficiently thin layer, carriers may cross without scattering, and a different formula applies. Comparing the two gives a length scale for the choice between them.

## Drift with a screened contact

Let $E(x)\ge 0$ be the field at distance $x$ from the injecting contact. Gauss's law gives the charge density $\varepsilon E'$, and the carriers drift at speed $\mu E$, so

$$\varepsilon\mu E E' = J,\qquad E(0)=0,\qquad V=\int_0^L E\,dx .$$

The condition $E(0)=0$ is postulated. It stands for a contact that supplies so much charge that the field there is screened out.

Since $(\varepsilon\mu E^2)'=2\varepsilon\mu EE'=2J$, the combination $\varepsilon\mu E^2-2Jx$ is constant, and it vanishes at $x=0$. With $a=2J/(\varepsilon\mu)$ this reads $E^2=ax$. At $x=L$ it shows that $a\ge0$, and because $E\ge0$ we have $E=\sqrt a\,\sqrt x$. Therefore

$$V=\tfrac23\sqrt a\,L^{3/2},\qquad V^2=\tfrac49aL^3=\frac{8JL^3}{9\varepsilon\mu},\qquad J=\frac98\,\frac{\varepsilon\mu V^2}{L^3}.$$

## Ballistic flow in the four-thirds profile

Now let carriers of charge magnitude $q$ and mass $m$ start at rest and cross without collisions. Let $\varphi$ be the potential measured from the emitter, with its sign chosen so that the carriers gain energy $q\varphi$. Their speed is $\sqrt{2q\varphi/m}$, and the magnitude of their charge density is $\varepsilon\varphi''$. Quantum mechanics enters only through $m$, which may be the effective mass of a parabolic band.

For $\varphi=V(x/L)^{4/3}$,

$$\varphi'=\frac43\frac VL\Big(\frac xL\Big)^{1/3},\qquad \varphi''=\frac49\frac V{L^2}\Big(\frac xL\Big)^{-2/3},\qquad \sqrt{\frac{2q\varphi}m}=\sqrt{\frac{2q}m}\,\sqrt V\Big(\frac xL\Big)^{2/3}.$$

The powers of $x$ cancel in the product of density and speed, leaving

$$\varepsilon\varphi''\sqrt{\frac{2q\varphi}m}=\frac49\,\varepsilon\sqrt{\frac{2q}m}\,\frac{V^{3/2}}{L^2}.$$

This is the current density of the Child–Langmuir law. The profile is supplied and verified as a solution; its uniqueness is not proved here.

## The length where the formulas cross

Write $J_d$ and $J_b$ for the drift and ballistic currents, and set $L_c=\tfrac{81}{32}\mu\sqrt{mV/(2q)}$. Because $\sqrt{2q/m}\,\sqrt{mV/(2q)}=\sqrt V$ and $\tfrac49\cdot\tfrac{81}{32}=\tfrac98$,

$$J_bL_c=\frac98\,\frac{\varepsilon\mu V^2}{L^2}=J_dL .$$

Since $J_b$ and $L$ are positive, $J_d=J_b$ exactly when $L=L_c$, and $J_d<J_b$ exactly when $L>L_c$.

In the limit $L\to0$ at fixed voltage, the ratio $J_d/J_b=L_c/L$ diverges. The drift model then predicts an exit speed $\mu E(L)=3\mu V/(2L)$ that eventually exceeds $\sqrt{2qV/m}$, the speed allowed by energy conservation for a carrier starting at rest. Constant mobility has failed there.

## The statements in Lean

`IsSpaceChargeField ε μ J L E` collects the drift hypotheses: continuity and non-negativity on $[0,L]$, zero field at the contact, and the transport equation in the open interval. The derivative is required only at interior points, since for $J>0$ the slope of the square-root field is infinite at the contact.

In `mott_gurney`, the voltage is the integral of `E`, and $\varepsilon,\mu,L$ are positive. The sign of $J$ is not assumed. `isSpaceChargeField_witness` supplies a field for every $J>0$.

`childPotential_boundary` states that the potential and its slope vanish at the emitter and that the potential at $L$ is $V$. `childPotential_current` gives the ballistic current at every $x>0$, with `deriv (deriv (childPotential V L)) x` as $\varphi''$.

`crossover` compares the two closed formulas at equal voltage and length. It does not describe a gradual transition within one transport model that includes scattering.

```lean
import Mathlib

open Set

namespace SpaceChargeLimitedCurrent

noncomputable section

/-- A non-negative field `E` on a layer `[0, L]` that vanishes at the injecting contact and
carries the uniform drift current density `J = ε μ E E'`. -/
structure IsSpaceChargeField (ε μ J L : ℝ) (E : ℝ → ℝ) : Prop where
  cont : ContinuousOn E (Icc 0 L)
  nonneg : ∀ x ∈ Icc 0 L, 0 ≤ E x
  contact : E 0 = 0
  transport : ∀ x ∈ Ioo 0 L, ∃ E' : ℝ, HasDerivAt E E' x ∧ ε * μ * E x * E' = J

/-- The drift current density `(9/8) ε μ V² / L³`, for `L ≠ 0`. -/
def driftCurrent (ε μ V L : ℝ) : ℝ := 9 / 8 * ε * μ * V ^ 2 / L ^ 3

/-- The ballistic current density `(4/9) ε √(2q/m) V^(3/2) / L²`, for `q, V ≥ 0` and `m, L > 0`. -/
def ballisticCurrent (ε q m V L : ℝ) : ℝ :=
  4 / 9 * ε * √(2 * q / m) * V ^ (3 / 2 : ℝ) / L ^ 2

/-- The potential profile `V (x/L)^(4/3)`, for `L > 0` and `x ≥ 0`. -/
def childPotential (V L x : ℝ) : ℝ := V * (x / L) ^ (4 / 3 : ℝ)

/-- The length `(81/32) μ √(mV/(2q))`, for `m, V ≥ 0` and `q > 0`. -/
def crossoverLength (μ q m V : ℝ) : ℝ := 81 / 32 * μ * √(m * V / (2 * q))

/-- At every `x` in the layer, `ε μ E²` equals `2 J x`. -/
theorem field_sq {ε μ J L : ℝ} {E : ℝ → ℝ} (h : IsSpaceChargeField ε μ J L E)
    {x : ℝ} (hx : x ∈ Icc 0 L) : ε * μ * E x ^ 2 = 2 * J * x := by
  rcases eq_or_lt_of_le hx.1 with h0 | h0
  · rw [← h0, h.contact]
    ring
  · have hE : ContinuousOn E (Icc 0 x) := h.cont.mono (Icc_subset_Icc_right hx.2)
    have hcont : ContinuousOn (fun y => ε * μ * (E y * E y) - 2 * J * y) (Icc 0 x) :=
      (continuousOn_const.mul (hE.mul hE)).sub (continuousOn_const.mul continuousOn_id)
    -- the transport equation says that this combination has zero slope
    have hder : ∀ y ∈ Ioo 0 x,
        HasDerivAt (fun y => ε * μ * (E y * E y) - 2 * J * y) ((fun _ => (0 : ℝ)) y) y := by
      intro y hy
      obtain ⟨E', hd, ht⟩ := h.transport y ⟨hy.1, hy.2.trans_le hx.2⟩
      have h1 := ((hd.fun_mul hd).const_mul (ε * μ)).fun_sub
        ((hasDerivAt_id' y).const_mul (2 * J))
      refine h1.congr_deriv ?_
      linear_combination 2 * ht
    obtain ⟨c, -, hs⟩ := exists_hasDerivAt_eq_slope _ _ h0 hcont hder
    have hs' : (0 : ℝ) = ((ε * μ * (E x * E x) - 2 * J * x)
        - (ε * μ * (E 0 * E 0) - 2 * J * 0)) / (x - 0) := hs
    rw [h.contact, eq_div_iff (by simpa using h0.ne')] at hs'
    linear_combination -hs'

/-- The integral of the square-root profile over the layer. -/
theorem integral_sqrt_profile {L : ℝ} (hL : 0 < L) :
    ∫ x in (0 : ℝ)..L, √x = 2 / 3 * (L * √L) := by
  have h1 : L ^ ((1 : ℝ) / 2 + 1) = L * √L := by
    rw [Real.rpow_add hL, Real.rpow_one, ← Real.sqrt_eq_rpow]
    ring
  calc ∫ x in (0 : ℝ)..L, √x = ∫ x in (0 : ℝ)..L, x ^ ((1 : ℝ) / 2) := by
        simp only [Real.sqrt_eq_rpow]
    _ = 2 / 3 * (L * √L) := by
        rw [integral_rpow (Or.inl (by norm_num)), h1, Real.zero_rpow (by norm_num)]
        ring

/-- **Mott–Gurney law**: the current density is `(9/8) ε μ V² / L³`, where the voltage `V` is
the integral of the field over the layer. -/
theorem mott_gurney {ε μ J L : ℝ} {E : ℝ → ℝ} (hε : 0 < ε) (hμ : 0 < μ) (hL : 0 < L)
    (h : IsSpaceChargeField ε μ J L E) :
    J = driftCurrent ε μ (∫ x in (0 : ℝ)..L, E x) L := by
  have hεμ : ε * μ ≠ 0 := (mul_pos hε hμ).ne'
  obtain ⟨a, ha⟩ : ∃ a : ℝ, ε * μ * a = 2 * J := ⟨2 * J / (ε * μ), by field_simp⟩
  have hsq : ∀ x ∈ Icc 0 L, E x ^ 2 = a * x := fun x hx =>
    mul_left_cancel₀ hεμ (by linear_combination field_sq h hx - x * ha)
  have ha0 : 0 ≤ a := by
    by_contra hneg
    have h1 := mul_neg_of_neg_of_pos (not_le.mp hneg) hL
    have h2 := hsq L ⟨hL.le, le_rfl⟩
    linarith [sq_nonneg (E L)]
  -- the field is a square-root profile, which is integrated explicitly
  have hV : ∫ x in (0 : ℝ)..L, E x = √a * (2 / 3 * (L * √L)) := by
    rw [← integral_sqrt_profile hL, ← intervalIntegral.integral_const_mul]
    apply intervalIntegral.integral_congr
    intro x hx
    rw [uIcc_of_le hL.le] at hx
    change E x = √a * √x
    rw [← Real.sqrt_mul ha0, ← hsq x hx, Real.sqrt_sq (h.nonneg x hx)]
  have hV2 : (√a * (2 / 3 * (L * √L))) ^ 2 = 4 / 9 * a * L ^ 3 := by
    calc (√a * (2 / 3 * (L * √L))) ^ 2 = 4 / 9 * √a ^ 2 * L ^ 2 * √L ^ 2 := by ring
      _ = 4 / 9 * a * L ^ 3 := by
        rw [Real.sq_sqrt ha0, Real.sq_sqrt hL.le]
        ring
  rw [driftCurrent, hV, hV2, eq_div_iff (pow_pos hL 3).ne']
  linear_combination (-(1 / 2) * L ^ 3) * ha

/-- For every positive current density the field `√(2Jx/(εμ))` is a space-charge field. -/
theorem isSpaceChargeField_witness {ε μ J : ℝ} (L : ℝ) (hε : 0 < ε) (hμ : 0 < μ)
    (hJ : 0 < J) : IsSpaceChargeField ε μ J L (fun x => √(2 * J * x / (ε * μ))) where
  cont := (((continuous_const.mul continuous_id).div_const (ε * μ)).sqrt).continuousOn
  nonneg := fun _ _ => Real.sqrt_nonneg _
  contact := by simp
  transport := by
    intro x hx
    have hx0 : 0 < x := hx.1
    have hpos : 0 < 2 * J * x / (ε * μ) := by positivity
    have key : ∀ r : ℝ, r ≠ 0 → ε * μ * r * (2 * J * 1 / (ε * μ) / (2 * r)) = J := by
      intro r hr
      field_simp
    exact ⟨_, (((hasDerivAt_id' x).const_mul (2 * J)).div_const (ε * μ)).sqrt hpos.ne',
      key _ (Real.sqrt_pos.mpr hpos).ne'⟩

/-- The slope of the four-thirds potential profile. -/
theorem childPotential_hasDerivAt (V L x : ℝ) :
    HasDerivAt (childPotential V L) (4 / 3 * (V / L) * (x / L) ^ (1 / 3 : ℝ)) x := by
  have h := (((hasDerivAt_id' x).div_const L).rpow_const (p := (4 / 3 : ℝ))
    (Or.inr (by norm_num))).const_mul V
  refine h.congr_deriv ?_
  rw [show (4 / 3 : ℝ) - 1 = 1 / 3 by norm_num]
  ring

/-- The potential and its slope vanish at the emitter, and the potential at `L` is `V`. -/
theorem childPotential_boundary (V : ℝ) {L : ℝ} (hL : 0 < L) :
    childPotential V L 0 = 0 ∧ deriv (childPotential V L) 0 = 0 ∧
      childPotential V L L = V := by
  refine ⟨?_, ?_, ?_⟩
  · rw [childPotential, zero_div, Real.zero_rpow (by norm_num), mul_zero]
  · rw [(childPotential_hasDerivAt V L 0).deriv, zero_div, Real.zero_rpow (by norm_num),
      mul_zero]
  · rw [childPotential, div_self hL.ne', Real.one_rpow, mul_one]

/-- In the four-thirds profile, the charge density `ε φ''` times the ballistic speed
`√(2qφ/m)` equals the ballistic current density at every `x > 0`. -/
theorem childPotential_current (ε : ℝ) {q m V L x : ℝ} (hq : 0 < q) (hm : 0 < m)
    (hV : 0 < V) (hL : 0 < L) (hx : 0 < x) :
    ε * deriv (deriv (childPotential V L)) x * √(2 * q * childPotential V L x / m)
      = ballisticCurrent ε q m V L := by
  have ht : 0 < x / L := div_pos hx hL
  have hd : deriv (childPotential V L) = fun y => 4 / 3 * (V / L) * (y / L) ^ (1 / 3 : ℝ) :=
    funext fun y => (childPotential_hasDerivAt V L y).deriv
  have hdd : deriv (deriv (childPotential V L)) x
      = 4 / 9 * (V / L ^ 2) * (x / L) ^ (-2 / 3 : ℝ) := by
    have h := (((hasDerivAt_id' x).div_const L).rpow_const (p := (1 / 3 : ℝ))
      (Or.inl ht.ne')).const_mul (4 / 3 * (V / L))
    rw [hd, h.deriv, show (1 / 3 : ℝ) - 1 = -2 / 3 by norm_num]
    ring
  have h43 : (x / L) ^ (4 / 3 : ℝ) = ((x / L) ^ (2 / 3 : ℝ)) ^ 2 := by
    rw [sq, ← Real.rpow_add ht]
    norm_num
  -- the powers of position in density and speed cancel
  have hus : (x / L) ^ (-2 / 3 : ℝ) * (x / L) ^ (2 / 3 : ℝ) = 1 := by
    rw [← Real.rpow_add ht, show (-2 / 3 : ℝ) + 2 / 3 = 0 by norm_num, Real.rpow_zero]
  have hspeed : √(2 * q * childPotential V L x / m)
      = √(2 * q / m) * (√V * (x / L) ^ (2 / 3 : ℝ)) := by
    rw [childPotential, h43, show 2 * q * (V * ((x / L) ^ (2 / 3 : ℝ)) ^ 2) / m
      = 2 * q / m * (V * ((x / L) ^ (2 / 3 : ℝ)) ^ 2) by ring,
      Real.sqrt_mul (by positivity), Real.sqrt_mul hV.le,
      Real.sqrt_sq (Real.rpow_nonneg ht.le _)]
  have hV32 : V ^ (3 / 2 : ℝ) = V * √V := by
    rw [show (3 / 2 : ℝ) = 1 + 1 / 2 by norm_num, Real.rpow_add hV, Real.rpow_one,
      ← Real.sqrt_eq_rpow]
  rw [hdd, hspeed, ballisticCurrent, hV32]
  linear_combination (4 / 9 * ε * (V / L ^ 2) * √(2 * q / m) * √V) * hus

/-- The drift current times the layer length equals the ballistic current times the
crossover length. -/
theorem drift_mul_length (ε μ : ℝ) {q m V L : ℝ} (hq : 0 < q) (hm : 0 < m)
    (hV : 0 < V) (hL : 0 < L) :
    driftCurrent ε μ V L * L = ballisticCurrent ε q m V L * crossoverLength μ q m V := by
  have h1 : √(2 * q / m) * √(m * V / (2 * q)) = √V := by
    rw [← Real.sqrt_mul (by positivity)]
    congr 1
    field_simp
  have h2 : √V * √V = V := Real.mul_self_sqrt hV.le
  have hV32 : V ^ (3 / 2 : ℝ) = V * √V := by
    rw [show (3 / 2 : ℝ) = 1 + 1 / 2 by norm_num, Real.rpow_add hV, Real.rpow_one,
      ← Real.sqrt_eq_rpow]
  have hD : 9 / 8 * ε * μ * V ^ 2 / L ^ 3 * L = 9 / 8 * ε * μ * V ^ 2 / L ^ 2 := by
    field_simp
  rw [driftCurrent, ballisticCurrent, crossoverLength, hV32, hD]
  linear_combination (-(9 / 8 * ε * μ * V / L ^ 2)) * (√V * h1 + h2)

/-- The drift and ballistic currents agree exactly at the crossover length, and the drift
current is the smaller one exactly in longer layers. -/
theorem crossover {ε q m V L : ℝ} (μ : ℝ) (hε : 0 < ε) (hq : 0 < q) (hm : 0 < m)
    (hV : 0 < V) (hL : 0 < L) :
    (driftCurrent ε μ V L = ballisticCurrent ε q m V L ↔ L = crossoverLength μ q m V) ∧
    (driftCurrent ε μ V L < ballisticCurrent ε q m V L ↔ crossoverLength μ q m V < L) := by
  have h := drift_mul_length ε μ hq hm hV hL
  have hB : 0 < ballisticCurrent ε q m V L := by
    unfold ballisticCurrent
    positivity
  refine ⟨⟨fun he => ?_, fun he => ?_⟩, ⟨fun hlt => ?_, fun hlt => ?_⟩⟩
  · rw [he] at h
    exact mul_left_cancel₀ hB.ne' h
  · rw [← he] at h
    exact mul_right_cancel₀ hL.ne' h
  · by_contra hc
    have h1 := mul_lt_mul_of_pos_right hlt hL
    have h2 := mul_le_mul_of_nonneg_left (not_lt.mp hc) hB.le
    linarith
  · by_contra hc
    have h1 := mul_lt_mul_of_pos_left hlt hB
    have h2 := mul_le_mul_of_nonneg_right (not_lt.mp hc) hL.le
    linarith

end

end SpaceChargeLimitedCurrent
```

```lean
#print axioms SpaceChargeLimitedCurrent.mott_gurney
#print axioms SpaceChargeLimitedCurrent.childPotential_boundary
#print axioms SpaceChargeLimitedCurrent.childPotential_current
#print axioms SpaceChargeLimitedCurrent.crossover
```

```
'SpaceChargeLimitedCurrent.mott_gurney' depends on axioms: [propext, Classical.choice, Quot.sound]
'SpaceChargeLimitedCurrent.childPotential_boundary' depends on axioms: [propext, Classical.choice, Quot.sound]
'SpaceChargeLimitedCurrent.childPotential_current' depends on axioms: [propext, Classical.choice, Quot.sound]
'SpaceChargeLimitedCurrent.crossover' depends on axioms: [propext, Classical.choice, Quot.sound]
```

## How the proof follows the derivation

**The drift law.** `field_sq` treats $x=0$ separately. For $x>0$ it applies the mean value theorem, `exists_hasDerivAt_eq_slope`, to $\varepsilon\mu E^2-2Jx$ on $[0,x]$. The transport equation makes the derivative zero, so the values at the two ends agree.

`mott_gurney` introduces $a$ through $\varepsilon\mu a=2J$ and obtains $a\ge0$ by evaluating $E^2=ax$ at $L$. Non-negativity of the field selects the positive root. `integral_sqrt_profile` then supplies the integral of $\sqrt x$, and `hV2` squares the voltage. For the explicit field, `isSpaceChargeField_witness` differentiates the square root at interior points, where its argument is positive.

**The ballistic current.** `childPotential_hasDerivAt` computes the first derivative, from which `childPotential_boundary` reads off the zero slope at the emitter. In `childPotential_current`, `hdd` is the second derivative, `hspeed` factors the speed, and `hus` is the cancellation of the powers $-2/3$ and $2/3$. The last two lines combine them with the constants.

**The comparison.** `drift_mul_length` proves $J_dL=J_bL_c$, with `h1` as the product of the two square roots. In `crossover`, the equality follows by cancelling $J_b$ in one direction and $L$ in the other. Each direction of the inequality is proved by contradiction: the hypothesis and the negated conclusion, each multiplied by a positive quantity, together conflict with the product identity.
